# Two squared mode frequencies ωp²(1 ± e^(−qd))/2 lie strictly on either side of ωp²/2 for positive wave number q, thickness d and frequency ωp

The theorem concerns two modes whose squared frequencies are given by the explicit formulas ωp²(1 − e^(−qd))/2 and ωp²(1 + e^(−qd))/2, where q is a wave number and d a thickness. For real, strictly positive q, d and ωp, it states that the first lies strictly between 0 and ωp²/2, and the second strictly between ωp²/2 and ωp². The formulas are taken as given and are not derived from a model of the material. The proof first shows that e^(−qd) is less than 1, then that ωp²e^(−qd) and ωp²(1 − e^(−qd)) are both positive, and leaves the four inequalities to `nlinarith`.

The failing Lean file:

```lean
import Mathlib

open Complex

namespace RitchieFoil

noncomputable section

/-- At positive thickness and wave number the two squared mode frequencies lie strictly on either
side of `ωp² / 2`, between `0` and `ωp²`. -/
theorem mode_splitting {q d ωp : ℝ} (hq : 0 < q) (hd : 0 < d) (hp : 0 < ωp) :
    0 < ωp ^ 2 * (1 - Real.exp (-q * d)) / 2 ∧
    ωp ^ 2 * (1 - Real.exp (-q * d)) / 2 < ωp ^ 2 / 2 ∧
    ωp ^ 2 / 2 < ωp ^ 2 * (1 + Real.exp (-q * d)) / 2 ∧
    ωp ^ 2 * (1 + Real.exp (-q * d)) / 2 < ωp ^ 2 := by
  have ht1 : Real.exp (-q * d) < 1 := Real.exp_lt_one (by nlinarith [mul_pos hq hd])
  have hw : 0 < ωp ^ 2 := by positivity
  have h1 := mul_pos hw (Real.exp_pos (-q * d))
  have h2 := mul_pos hw (sub_pos.mpr ht1)
  refine ⟨?_, ?_, ?_, ?_⟩ <;> nlinarith

end

end RitchieFoil
```

Lean reports:

```
Main.lean:16:38: error(lean.unknownIdentifier): Unknown constant `Real.exp_lt_one`
```

The message says that Lean knows no constant called `Real.exp_lt_one` in this environment. The proof uses that name in the step `ht1`, to pass from a negative exponent to an exponential below 1. The mathematics of the step is sound, since −qd is negative when q and d are positive, but the lemma called on to justify it could not be found.

The repair uses `Real.exp_lt_one_iff` instead, which is an equivalence: the exponential of a real number is less than 1 exactly when that number is negative. Because it is an equivalence, `.mpr` is needed to select the direction from the negative exponent to the bound on the exponential. What remains to be shown is `-q * d < 0`, and the same `nlinarith` call as before proves it from the positivity of `q * d`. The new line break is only a matter of layout.

The repair, with which the file compiles:

```diff
@@ -14,5 +14,6 @@
     ωp ^ 2 / 2 < ωp ^ 2 * (1 + Real.exp (-q * d)) / 2 ∧
     ωp ^ 2 * (1 + Real.exp (-q * d)) / 2 < ωp ^ 2 := by
-  have ht1 : Real.exp (-q * d) < 1 := Real.exp_lt_one (by nlinarith [mul_pos hq hd])
+  have ht1 : Real.exp (-q * d) < 1 :=
+    Real.exp_lt_one_iff.mpr (by nlinarith [mul_pos hq hd])
   have hw : 0 < ωp ^ 2 := by positivity
   have h1 := mul_pos hw (Real.exp_pos (-q * d))
```
